# For 0 < f < 1, the three-dimensional Bruggeman and Maxwell Garnett permittivities first differ at third order in the contrast

## Bruggeman as a condition, Maxwell Garnett as a formula

The Bruggeman permittivity is defined implicitly, so it can enter a theorem either as a chosen closed-form root or as any number that satisfies the defining condition. The Lean file takes the second course: its comparison theorems hold for every positive solution of the Bruggeman balance, and a closed form shows that such a solution exists.

Spheres of permittivity ei fill a volume fraction f of a host of permittivity em. In the Bruggeman model both constituents are treated as spheres embedded in the effective medium e, and their dipole polarisabilities must average to zero:

f (ei − e)/(ei + 2e) + (1 − f)(em − e)/(em + 2e) = 0.

The Maxwell Garnett model keeps the host as the background. Write d = ei − em for the contrast, and

D = ei + 2em − f d,  N = ei + 2em + 2f d,  M = em N/D.

Then M − em = 3f em d/D and M + 2em = 3em(ei + 2em)/D. Their ratio is the Clausius–Mossotti mixing relation

(M − em)/(M + 2em) = f (ei − em)/(ei + 2em).

For a composite with real, positive permittivities in the quasistatic limit, the exact difference derived below shows that the choice between these two models affects a predicted dielectric constant only from third order in the contrast.

## The statements in words

`IsBruggeman f em ei e` says that `e` is positive and satisfies the balance. `maxwellGarnett f em ei` is M. All quantities are real numbers, and em and ei are assumed positive.

- `sign_bruggeman_sub_maxwellGarnett`: for 0 < f < 1, e − M has the sign of ei − em, including the value zero at equal permittivities.
- `tendsto_third_order`: let `B` assign to each positive inclusion permittivity x a Bruggeman value. Then (B(x) − M(x))/(x − em)³ tends to 2f²(1 − f)/(9em²) as x tends to em through values x ≠ em, written `𝓝[≠] em`. No continuity of `B` is assumed. The theorem allows f = 0 and f = 1, where the limit is zero.

Both mixing rules are postulated, not derived from the electrostatics of a microstructure. Absorbing media, with complex permittivities, and metals at frequencies where the permittivity is negative lie outside the assumptions, as do non-spherical inclusions.

## The balance as a quadratic

Multiply the balance by both denominators:

f(ei − e)(em + 2e) + (1 − f)(em − e)(ei + 2e) = 0.

Since (ei − e)(em + 2e) − (em − e)(ei + 2e) = 3e d, this becomes

(e − em)(2e + ei) = 3f d e.

With b = (3f − 1)ei + (2 − 3f)em, the same equation is Q(e) = 0, where

Q(x) = (x − em)(2x + ei) − 3f d x = 2x² − b x − ei em.

The product of the roots is −ei em/2, so the second root is −ei em/(2e), and

Q(x) = (x − e)(2x + ei em/e).

Leaving out the positivity of e would spoil the sign theorem, because the negative root can satisfy the balance too. For em = 1, ei = 6 and f = 1/3, the roots are 2 and −3/2, while M = 34/19. The first lies above M, as it should for ei > em; the second lies below.

## The cube of the contrast

Insert M into Q. Using M − em = 3f em d/D and M = em N/D,

Q(M) = (3f em d/D)(2M + ei − N).

The last bracket is

2M + ei − N = 2(M − em) − 2f d = 2f d(3em − D)/D = −2f(1 − f)d²/D,

because D = 3em + (1 − f)d. Hence Q(M) = −6em f²(1 − f)d³/D². The factorised form gives Q(M) = −(e − M)(2M + ei em/e), so

e − M = 6em f²(1 − f)d³ / (D²(2M + ei em/e)).

## Sign, bound and limit

The denominators are under control because

D = (1 − f)ei + (2 + f)em,  N = (1 + 2f)ei + 2(1 − f)em

are positive for 0 ≤ f ≤ 1. For 0 < f < 1 every factor in the exact difference except d³ is positive, which gives the sign.

Dropping ei em/e from the denominator leaves 2D²M = 2em N D, and therefore, at any contrast,

|e − M| ≤ 3f²(1 − f)|d|³/(N D).

For the limit, the quadratic gives |e − em|(2e + ei) = 3f e|d|. Since 2e + ei ≥ 2e,

|e − em| ≤ (3/2) f|d|.

Thus e → em as ei → em. Also D → 3em, M → em and ei em/e → em, so

(e − M)/d³ → 6em f²(1 − f)/(9em² · 3em) = 2f²(1 − f)/(9em²).

## The Lean file

```lean
import Mathlib

open Filter Topology

namespace BruggemanVersusMaxwellGarnett

noncomputable section

/-- The Maxwell Garnett permittivity of spheres `ei` at volume fraction `f` in a host `em`,
for `em, ei > 0` and `0 ≤ f ≤ 1`. -/
def maxwellGarnett (f em ei : ℝ) : ℝ :=
  em * (ei + 2 * em + 2 * f * (ei - em)) / (ei + 2 * em - f * (ei - em))

/-- `e` is a positive Bruggeman permittivity: in the medium `e` the polarisabilities of spheres
`ei` (fraction `f`) and `em` (fraction `1 - f`) average to zero. The domain is `em, ei > 0`. -/
structure IsBruggeman (f em ei e : ℝ) : Prop where
  pos : 0 < e
  balance : f * ((ei - e) / (ei + 2 * e)) + (1 - f) * ((em - e) / (em + 2 * e)) = 0

/-- The closed form of the Bruggeman permittivity, for `em, ei > 0`. -/
def bruggemanRoot (f em ei : ℝ) : ℝ :=
  (((3 * f - 1) * ei + (2 - 3 * f) * em) +
    √(((3 * f - 1) * ei + (2 - 3 * f) * em) ^ 2 + 8 * (ei * em))) / 4

variable {f em ei e : ℝ}

/-- For positive permittivities and `0 ≤ f ≤ 1`, the denominator and the numerator factor of the
Maxwell Garnett formula are positive. -/
theorem factors_pos (hf0 : 0 ≤ f) (hf1 : f ≤ 1) (hm : 0 < em) (hi : 0 < ei) :
    0 < ei + 2 * em - f * (ei - em) ∧ 0 < ei + 2 * em + 2 * f * (ei - em) := by
  have h1 := mul_nonneg (sub_nonneg.2 hf1) hi.le
  have h2 := mul_nonneg (sub_nonneg.2 hf1) hm.le
  have h3 := mul_nonneg hf0 hi.le
  have h4 := mul_nonneg hf0 hm.le
  constructor <;> nlinarith

/-- For positive permittivities and `0 ≤ f ≤ 1`, the Maxwell Garnett value obeys the
Clausius-Mossotti mixing relation: its polarisability factor in the host is `f` times that of
an inclusion. -/
theorem maxwellGarnett_relation (hf0 : 0 ≤ f) (hf1 : f ≤ 1) (hm : 0 < em) (hi : 0 < ei) :
    (maxwellGarnett f em ei - em) / (maxwellGarnett f em ei + 2 * em)
      = f * ((ei - em) / (ei + 2 * em)) := by
  have hD := (factors_pos hf0 hf1 hm hi).1.ne'
  have h1 : maxwellGarnett f em ei - em
      = 3 * f * em * (ei - em) / (ei + 2 * em - f * (ei - em)) := by
    rw [maxwellGarnett, eq_div_iff hD, sub_mul, div_mul_cancel₀ _ hD]
    ring
  have h2 : maxwellGarnett f em ei + 2 * em
      = 3 * em * (ei + 2 * em) / (ei + 2 * em - f * (ei - em)) := by
    rw [maxwellGarnett, eq_div_iff hD, add_mul, div_mul_cancel₀ _ hD]
    ring
  rw [h1, h2, div_div_div_cancel_right₀ hD, ← mul_div_assoc,
    div_eq_div_iff (by positivity) (by positivity)]
  ring

/-- For positive permittivities, the Bruggeman balance is equivalent to a quadratic equation that
ties the shift `e - em` from the host to the contrast `ei - em`. -/
theorem isBruggeman_iff (hm : 0 < em) (hi : 0 < ei) (he : 0 < e) :
    IsBruggeman f em ei e ↔ (e - em) * (2 * e + ei) = 3 * f * (ei - em) * e := by
  have h1 : ei + 2 * e ≠ 0 := by positivity
  have h2 : em + 2 * e ≠ 0 := by positivity
  constructor
  · intro hB
    have h := hB.balance
    rw [← mul_div_assoc, ← mul_div_assoc, div_add_div _ _ h1 h2, div_eq_zero_iff] at h
    rcases h with h | h
    · linear_combination (-1) * h
    · exact absurd h (mul_ne_zero h1 h2)
  · intro h
    refine ⟨he, ?_⟩
    rw [← mul_div_assoc, ← mul_div_assoc, div_add_div _ _ h1 h2, div_eq_zero_iff]
    left
    linear_combination (-1) * h

/-- For positive constituents, the closed form is a positive Bruggeman permittivity. -/
theorem bruggemanRoot_witness (f : ℝ) (hm : 0 < em) (hi : 0 < ei) :
    IsBruggeman f em ei (bruggemanRoot f em ei) := by
  have key : ∀ b c : ℝ, 0 < c → 0 < b + √(b ^ 2 + c) := by
    intro b c hc
    have h := Real.sqrt_lt_sqrt (sq_nonneg b) (by linarith : b ^ 2 < b ^ 2 + c)
    rw [Real.sqrt_sq_eq_abs] at h
    linarith [neg_abs_le b]
  have hpos : 0 < bruggemanRoot f em ei :=
    div_pos (key _ _ (by positivity)) (by norm_num)
  have hs := Real.sq_sqrt
    (by positivity : 0 ≤ ((3 * f - 1) * ei + (2 - 3 * f) * em) ^ 2 + 8 * (ei * em))
  refine (isBruggeman_iff hm hi hpos).2 ?_
  unfold bruggemanRoot
  linear_combination hs / 8

/-- For positive constituents and `0 ≤ f ≤ 1`, the exact difference between the Bruggeman and
Maxwell Garnett permittivities carries the cube of the contrast `ei - em` as a factor. -/
theorem bruggeman_sub_maxwellGarnett (hf0 : 0 ≤ f) (hf1 : f ≤ 1) (hm : 0 < em) (hi : 0 < ei)
    (hB : IsBruggeman f em ei e) :
    e - maxwellGarnett f em ei = 6 * em * f ^ 2 * (1 - f) * (ei - em) ^ 3 /
      ((ei + 2 * em - f * (ei - em)) ^ 2 * (2 * maxwellGarnett f em ei + ei * em / e)) := by
  obtain ⟨hD, hN⟩ := factors_pos hf0 hf1 hm hi
  have he := hB.pos
  have hq := (isBruggeman_iff hm hi he).1 hB
  have hMpos : 0 < maxwellGarnett f em ei := div_pos (mul_pos hm hN) hD
  have hM : maxwellGarnett f em ei * (ei + 2 * em - f * (ei - em))
      = em * (ei + 2 * em + 2 * f * (ei - em)) := div_mul_cancel₀ _ hD.ne'
  have hP : 0 < 2 * maxwellGarnett f em ei + ei * em / e := by positivity
  -- the quadratic divided by `e` expresses the quotient as a polynomial
  have h1 : ei * em / e = 2 * e - ((3 * f - 1) * ei + (2 - 3 * f) * em) := by
    rw [div_eq_iff he.ne']
    linear_combination (-1) * hq
  rw [eq_div_iff (mul_pos (pow_pos hD 2) hP).ne', h1]
  -- insert the Maxwell Garnett value into the Bruggeman quadratic
  linear_combination (ei + 2 * em - f * (ei - em)) ^ 2 * hq +
    (((3 * f - 1) * ei + (2 - 3 * f) * em) * (ei + 2 * em - f * (ei - em))
      - 2 * (maxwellGarnett f em ei * (ei + 2 * em - f * (ei - em))
        + em * (ei + 2 * em + 2 * f * (ei - em)))) * hM

/-- For `0 < f < 1` and positive constituents, the Bruggeman permittivity minus the Maxwell
Garnett one has the sign of `ei - em`. -/
theorem sign_bruggeman_sub_maxwellGarnett (hf0 : 0 < f) (hf1 : f < 1) (hm : 0 < em)
    (hi : 0 < ei) (hB : IsBruggeman f em ei e) :
    SignType.sign (e - maxwellGarnett f em ei) = SignType.sign (ei - em) := by
  obtain ⟨hD, hN⟩ := factors_pos hf0.le hf1.le hm hi
  have he := hB.pos
  have hMpos : 0 < maxwellGarnett f em ei := div_pos (mul_pos hm hN) hD
  have hP : 0 < 2 * maxwellGarnett f em ei + ei * em / e := by positivity
  have hK := div_pos (mul_pos (by positivity : 0 < 6 * em * f ^ 2) (sub_pos.2 hf1))
    (mul_pos (pow_pos hD 2) hP)
  rw [(bruggeman_sub_maxwellGarnett hf0.le hf1.le hm hi hB).trans (mul_div_right_comm _ _ _),
    sign_mul, sign_pos hK, one_mul]
  -- a cube has the sign of its base
  rcases lt_trichotomy (ei - em) 0 with h | h | h
  · rw [sign_neg h, sign_neg (Odd.pow_neg (by decide) h)]
  · rw [h]
    simp
  · rw [sign_pos h, sign_pos (pow_pos h 3)]

/-- For positive constituents and `0 ≤ f ≤ 1`, the disagreement of the two models is bounded at
any contrast by an explicit multiple of `|ei - em| ^ 3`. -/
theorem abs_bruggeman_sub_maxwellGarnett_le (hf0 : 0 ≤ f) (hf1 : f ≤ 1) (hm : 0 < em)
    (hi : 0 < ei) (hB : IsBruggeman f em ei e) :
    |e - maxwellGarnett f em ei| ≤ 3 * f ^ 2 * (1 - f) * |ei - em| ^ 3 /
      ((ei + 2 * em + 2 * f * (ei - em)) * (ei + 2 * em - f * (ei - em))) := by
  obtain ⟨hD, hN⟩ := factors_pos hf0 hf1 hm hi
  have he := hB.pos
  have hf' := sub_nonneg.2 hf1
  have hMpos : 0 < maxwellGarnett f em ei := div_pos (mul_pos hm hN) hD
  have hM : maxwellGarnett f em ei * (ei + 2 * em - f * (ei - em))
      = em * (ei + 2 * em + 2 * f * (ei - em)) := div_mul_cancel₀ _ hD.ne'
  have hP : 0 < 2 * maxwellGarnett f em ei + ei * em / e := by positivity
  have hQ := mul_pos (pow_pos hD 2) hP
  have hx : 0 ≤ (ei + 2 * em - f * (ei - em)) ^ 2 * (ei * em / e) := by positivity
  -- drop the positive term `ei * em / e` from the exact denominator
  have h : 2 * em * ((ei + 2 * em + 2 * f * (ei - em)) * (ei + 2 * em - f * (ei - em)))
      ≤ (ei + 2 * em - f * (ei - em)) ^ 2 * (2 * maxwellGarnett f em ei + ei * em / e) := by
    linear_combination hx - 2 * (ei + 2 * em - f * (ei - em)) * hM
  have hc : 0 ≤ 3 * f ^ 2 * (1 - f) * |ei - em| ^ 3 :=
    mul_nonneg (mul_nonneg (by positivity) hf') (by positivity)
  rw [bruggeman_sub_maxwellGarnett hf0 hf1 hm hi hB, abs_div, abs_of_pos hQ, abs_mul, abs_pow,
    abs_of_nonneg (mul_nonneg (by positivity : 0 ≤ 6 * em * f ^ 2) hf'),
    div_le_div_iff₀ hQ (mul_pos hN hD)]
  linear_combination mul_le_mul_of_nonneg_left h hc

/-- For positive constituents and `f ≥ 0`, the Bruggeman permittivity differs from that of the host
by at most `3 f / 2` times `|ei - em|`. -/
theorem abs_bruggeman_sub_host_le (hf0 : 0 ≤ f) (hm : 0 < em) (hi : 0 < ei)
    (hB : IsBruggeman f em ei e) : |e - em| ≤ 3 / 2 * f * |ei - em| := by
  have he := hB.pos
  have hq := (isBruggeman_iff hm hi he).1 hB
  have h : |e - em| * (2 * e + ei) = 3 * f * e * |ei - em| := by
    calc |e - em| * (2 * e + ei) = |(e - em) * (2 * e + ei)| := by
          rw [abs_mul, abs_of_pos (by positivity : 0 < 2 * e + ei)]
      _ = |3 * f * e * (ei - em)| := congrArg abs (by linear_combination hq)
      _ = 3 * f * e * |ei - em| := by
          rw [abs_mul, abs_of_nonneg (by positivity : 0 ≤ 3 * f * e)]
  refine le_of_mul_le_mul_right ?_ (by positivity : 0 < 2 * e)
  nlinarith [mul_nonneg (abs_nonneg (e - em)) hi.le]

/-- For `0 ≤ f ≤ 1` and `em > 0`, the Bruggeman minus the Maxwell Garnett permittivity, divided by
`(ei - em) ^ 3`, tends to `2 f² (1 - f) / (9 em²)` as `ei` tends to `em`. -/
theorem tendsto_third_order (hf0 : 0 ≤ f) (hf1 : f ≤ 1) (hm : 0 < em) (B : ℝ → ℝ)
    (hB : ∀ x, 0 < x → IsBruggeman f em x (B x)) :
    Tendsto (fun x => (B x - maxwellGarnett f em x) / (x - em) ^ 3) (𝓝[≠] em)
      (𝓝 (2 * f ^ 2 * (1 - f) / (9 * em ^ 2))) := by
  have hid : Tendsto (fun x : ℝ => x) (𝓝[≠] em) (𝓝 em) :=
    tendsto_id.mono_left nhdsWithin_le_nhds
  have hnear : ∀ᶠ x in 𝓝[≠] em, 0 < x := nhdsWithin_le_nhds (Ioi_mem_nhds hm)
  -- the Bruggeman value tends to the host value
  have hBlim : Tendsto B (𝓝[≠] em) (𝓝 em) := by
    have ha : Tendsto (fun x => 3 / 2 * f * |x - em|) (𝓝[≠] em) (𝓝 0) := by
      have h := ((hid.sub_const em).abs).const_mul (3 / 2 * f)
      simpa using h
    have h0 : Tendsto (fun x => B x - em) (𝓝[≠] em) (𝓝 0) := by
      refine squeeze_zero_norm' ?_ ha
      filter_upwards [hnear] with x hx
      rw [Real.norm_eq_abs]
      exact abs_bruggeman_sub_host_le hf0 hm hx (hB x hx)
    simpa using h0.add_const em
  have hD0 := (factors_pos hf0 hf1 hm hm).1.ne'
  have hD : Tendsto (fun x => x + 2 * em - f * (x - em)) (𝓝[≠] em)
      (𝓝 (em + 2 * em - f * (em - em))) :=
    (hid.add_const _).sub ((hid.sub_const _).const_mul f)
  have hN : Tendsto (fun x => x + 2 * em + 2 * f * (x - em)) (𝓝[≠] em)
      (𝓝 (em + 2 * em + 2 * f * (em - em))) :=
    (hid.add_const _).add ((hid.sub_const _).const_mul (2 * f))
  have hM : Tendsto (fun x => maxwellGarnett f em x) (𝓝[≠] em)
      (𝓝 (maxwellGarnett f em em)) := (hN.const_mul em).div hD hD0
  have hR : Tendsto (fun x => x * em / B x) (𝓝[≠] em) (𝓝 (em * em / em)) :=
    (hid.mul_const em).div hBlim hm.ne'
  have h1 : maxwellGarnett f em em = em := by
    rw [maxwellGarnett, div_eq_iff hD0]
    ring
  have h2 : em * em / em = em := mul_div_cancel_right₀ _ hm.ne'
  have h3 : em + 2 * em - f * (em - em) = 3 * em := by ring
  rw [h1] at hM
  rw [h2] at hR
  rw [h3] at hD
  have hall : Tendsto (fun x => 6 * em * f ^ 2 * (1 - f) /
      ((x + 2 * em - f * (x - em)) ^ 2 * (2 * maxwellGarnett f em x + x * em / B x)))
      (𝓝[≠] em) (𝓝 (6 * em * f ^ 2 * (1 - f) / ((3 * em) ^ 2 * (2 * em + em)))) :=
    tendsto_const_nhds.div ((hD.pow 2).mul ((hM.const_mul 2).add hR)) (by positivity)
  have hval : 6 * em * f ^ 2 * (1 - f) / ((3 * em) ^ 2 * (2 * em + em))
      = 2 * f ^ 2 * (1 - f) / (9 * em ^ 2) := by
    rw [div_eq_div_iff (by positivity) (by positivity)]
    ring
  rw [← hval]
  refine hall.congr' ?_
  -- away from zero contrast the cube cancels
  filter_upwards [self_mem_nhdsWithin, hnear] with x hx hx0
  have hd : (x - em) ^ 3 ≠ 0 := pow_ne_zero 3 (sub_ne_zero.2 hx)
  change _ = (B x - maxwellGarnett f em x) / (x - em) ^ 3
  rw [bruggeman_sub_maxwellGarnett hf0 hf1 hm hx0 (hB x hx0), div_right_comm,
    mul_div_cancel_right₀ _ hd]

end

end BruggemanVersusMaxwellGarnett
```

```lean
#print axioms BruggemanVersusMaxwellGarnett.bruggeman_sub_maxwellGarnett
#print axioms BruggemanVersusMaxwellGarnett.sign_bruggeman_sub_maxwellGarnett
#print axioms BruggemanVersusMaxwellGarnett.abs_bruggeman_sub_maxwellGarnett_le
#print axioms BruggemanVersusMaxwellGarnett.tendsto_third_order
```

```
'BruggemanVersusMaxwellGarnett.bruggeman_sub_maxwellGarnett' depends on axioms: [propext, Classical.choice, Quot.sound]
'BruggemanVersusMaxwellGarnett.sign_bruggeman_sub_maxwellGarnett' depends on axioms: [propext, Classical.choice, Quot.sound]
'BruggemanVersusMaxwellGarnett.abs_bruggeman_sub_maxwellGarnett_le' depends on axioms: [propext, Classical.choice, Quot.sound]
'BruggemanVersusMaxwellGarnett.tendsto_third_order' depends on axioms: [propext, Classical.choice, Quot.sound]
```

## From the quadratic to the limit in Lean

`factors_pos` proves that D and N are positive, and `maxwellGarnett_relation` checks the Clausius–Mossotti relation. `isBruggeman_iff` clears the denominators in both directions. `bruggemanRoot_witness` uses it to show that the closed form is a solution; positivity follows because √(b² + 8ei em) exceeds |b|.

In `bruggeman_sub_maxwellGarnett`, the step `h1` rewrites ei em/e as 2e − b, which is the quadratic divided by e. After the remaining denominator is cleared, `linear_combination` combines the quadratic `hq` with the defining relation `hM`, MD = em N. This replaces the substitution of M into Q by a single polynomial identity.

The sign theorem separates off the positive factor `hK` and treats the cube by cases on the sign of d. `abs_bruggeman_sub_maxwellGarnett_le` compares the exact denominator with the smaller one obtained by dropping ei em/e.

`abs_bruggeman_sub_host_le` supplies the estimate on |e − em|. In `tendsto_third_order`, `squeeze_zero_norm'` turns it into the convergence of `B`, and `hall` takes the limit of the exact formula without its cube. The final `filter_upwards` restricts to positive x ≠ em, where the cube can be cancelled.
